# The slope of the PBE spin factor diverges as \((1-z)^{-1/3}\) near full polarization

**Q:** Let me fix the symbols. The majority and minority spin densities are \(n_\uparrow\) and \(n_\downarrow\), with \(n=n_\uparrow+n_\downarrow\) and \(\zeta=(n_\uparrow-n_\downarrow)/n\). The spin factor is \(\phi(z)=\tfrac12[(1+z)^{2/3}+(1-z)^{2/3}]\). Does the Lean file use the same conventions?

**A:** Yes. `nu` is \(n_\uparrow\), and `nd`, or `m` in the theorems, is \(n_\downarrow\). All are real numbers at one point in space.

```lean
import Mathlib

open Filter Topology

namespace PBEMinoritySpin

noncomputable section

/-- The PBE spin-scaling factor as a function of the relative polarization. -/
def phi (z : ℝ) : ℝ := ((1 + z) ^ (2 / 3 : ℝ) + (1 - z) ^ (2 / 3 : ℝ)) / 2

/-- The relative spin polarization for majority density `nu` and minority density `nd`. -/
def zeta (nu nd : ℝ) : ℝ := (nu - nd) / (nu + nd)
```

**Q:** And what is "the potential"? A GGA potential has two terms.

**A:** Here it is only the first one. Write the correlation energy per volume as \(G(n_\downarrow,\phi)\), with \(n_\uparrow\) and the density gradient held fixed. `localPotential` is the total derivative \(v_\downarrow=dG/dn_\downarrow\), including the dependence through \(\phi(\zeta)\). The divergence term of the functional derivative is absent. It can also contain the slope of \(\phi\), so nothing here settles the behaviour of the sum.

```lean
/-- The derivative of an energy density `G (nd, phi)` with respect to the minority density,
at fixed majority density and fixed density gradient. -/
def localPotential (nu : ℝ) (G : ℝ × ℝ → ℝ) (nd : ℝ) : ℝ :=
  deriv (fun x => G (x, phi (zeta nu x))) nd
```

The concrete example is \(G=c\,\phi\,n^{-4/3}\), the slowly varying limit of the PBE gradient term. The squared gradient sits in \(c\), so \(c>0\) requires a nonzero gradient.

```lean
/-- The second-order gradient correlation energy density, proportional to `phi * n ^ (-4/3)`;
the constant `c` contains the squared density gradient. -/
def gradientEnergy (c nu : ℝ) (p : ℝ × ℝ) : ℝ := c * p.2 * (nu + p.1) ^ (-(4 / 3) : ℝ)
```

**Q:** Show me where the singularity comes from.

**A:** For \(-1<z<1\),
\[
\phi'(z)=\tfrac13\left[(1+z)^{-1/3}-(1-z)^{-1/3}\right].
\]

```lean
/-- The derivative of the spin-scaling factor at partial polarization. -/
theorem hasDerivAt_phi {z : ℝ} (h1 : -1 < z) (h2 : z < 1) :
    HasDerivAt phi (((1 + z) ^ (-(1 / 3) : ℝ) - (1 - z) ^ (-(1 / 3) : ℝ)) / 3) z := by
  have a : HasDerivAt (fun x : ℝ => 1 + x) 1 z := (hasDerivAt_id' z).const_add 1
  have b : HasDerivAt (fun x : ℝ => 1 - x) (-1) z := (hasDerivAt_id' z).const_sub 1
  have a' := a.rpow_const (p := 2 / 3) (Or.inl (by linarith : 0 < 1 + z).ne')
  have b' := b.rpow_const (p := 2 / 3) (Or.inl (by linarith : 0 < 1 - z).ne')
  have e : (2 / 3 : ℝ) - 1 = -(1 / 3) := by norm_num
  rw [e] at a' b'
  have h := (a'.fun_add b').div_const 2
  exact h.congr_deriv (by ring)
```

Multiplying by \((1-z)^{1/3}\) cancels the singular power:
\[
(1-z)^{1/3}\phi'(z)=\tfrac13\left[\left(\frac{1-z}{1+z}\right)^{1/3}-1\right]\to-\tfrac13 .
\]
In Lean, `𝓝[<] 1` means that \(z\) approaches 1 from below. The proof takes the limit of the simplified expression by continuity, then shows that it equals the original one on \((-1,1)\).

```lean
/-- Near full polarization the slope of the spin-scaling factor, multiplied by
`(1 - z) ^ (1/3)`, tends to `-1/3`. -/
theorem tendsto_scaled_deriv_phi :
    Tendsto (fun z : ℝ => (1 - z) ^ (1 / 3 : ℝ) * deriv phi z) (𝓝[<] 1) (𝓝 (-(1 / 3))) := by
  have c1 : ContinuousAt (fun z : ℝ => (1 - z) ^ (1 / 3 : ℝ)) 1 :=
    (by fun_prop : ContinuousAt (fun z : ℝ => 1 - z) 1).rpow_const (Or.inr (by norm_num))
  have c2 : ContinuousAt (fun z : ℝ => (1 + z) ^ (-(1 / 3) : ℝ)) 1 :=
    (by fun_prop : ContinuousAt (fun z : ℝ => 1 + z) 1).rpow_const (Or.inl (by norm_num))
  have lim : Tendsto (fun z : ℝ => ((1 - z) ^ (1 / 3 : ℝ) * (1 + z) ^ (-(1 / 3) : ℝ) - 1) / 3)
      (𝓝[<] 1) (𝓝 (((1 - 1 : ℝ) ^ (1 / 3 : ℝ) * (1 + 1 : ℝ) ^ (-(1 / 3) : ℝ) - 1) / 3)) :=
    (((c1.tendsto.mul c2.tendsto).sub_const 1).div_const 3).mono_left nhdsWithin_le_nhds
  have val : ((1 - 1 : ℝ) ^ (1 / 3 : ℝ) * (1 + 1 : ℝ) ^ (-(1 / 3) : ℝ) - 1) / 3 = -(1 / 3) := by
    rw [sub_self, Real.zero_rpow (by norm_num)]
    ring
  rw [val] at lim
  refine lim.congr' ?_
  filter_upwards [Ioo_mem_nhdsLT (show (-1 : ℝ) < 1 by norm_num)] with z hz
  -- the singular power is cancelled exactly by the prefactor
  have e : (1 - z) ^ (1 / 3 : ℝ) * (1 - z) ^ (-(1 / 3) : ℝ) = 1 := by
    rw [← Real.rpow_add (by linarith [hz.2]), add_neg_cancel, Real.rpow_zero]
  rw [(hasDerivAt_phi hz.1 hz.2).deriv]
  linear_combination (1 / 3) * e
```

**Q:** That is a statement about \(z\). The potential is a derivative in \(n_\downarrow\).

**A:** Fix \(n_\uparrow>0\) and let \(n_\downarrow\to0^+\). Then \(\zeta\to1\) from below, and the chain rule applies with \(d\zeta/dn_\downarrow=-2n_\uparrow/n^2\).

```lean
/-- As the minority density vanishes, the polarization tends to one from below. -/
theorem tendsto_zeta {nu : ℝ} (hnu : 0 < nu) : Tendsto (zeta nu) (𝓝[>] 0) (𝓝[<] 1) := by
  have c : ContinuousAt (zeta nu) 0 := by
    have h : ContinuousAt (fun m : ℝ => (nu - m) / (nu + m)) 0 :=
      ContinuousAt.div (by fun_prop) (by fun_prop) (by simpa using hnu.ne')
    exact h
  have v : zeta nu 0 = 1 := by simp [zeta, hnu.ne']
  have t := c.tendsto
  rw [v] at t
  refine tendsto_nhdsWithin_iff.2 ⟨t.mono_left nhdsWithin_le_nhds, ?_⟩
  filter_upwards [self_mem_nhdsWithin] with m hm
  have hm' : 0 < m := hm
  change (nu - m) / (nu + m) < 1
  rw [div_lt_one (by linarith)]
  linarith

/-- The chain rule for the spin-scaling factor as a function of the minority density. -/
theorem hasDerivAt_phi_zeta {nu m : ℝ} (hnu : 0 < nu) (hm : 0 < m) :
    HasDerivAt (fun x => phi (zeta nu x))
      (deriv phi (zeta nu m) * (-2 * nu / (nu + m) ^ 2)) m := by
  have hn : 0 < nu + m := by linarith
  have hz : HasDerivAt (zeta nu) (-2 * nu / (nu + m) ^ 2) m := by
    have h := ((hasDerivAt_id' m).const_sub nu).fun_div ((hasDerivAt_id' m).const_add nu) hn.ne'
    exact h.congr_deriv (by ring)
  have h1 : -1 < zeta nu m := by
    unfold zeta
    rw [lt_div_iff₀ hn]
    linarith
  have h2 : zeta nu m < 1 := by
    unfold zeta
    rw [div_lt_one hn]
    linarith
  exact (hasDerivAt_phi h1 h2).differentiableAt.hasDerivAt.comp m hz
```

Since \(1-\zeta=2n_\downarrow/n\), we have \(n_\downarrow^{1/3}=(1-\zeta)^{1/3}(n/2)^{1/3}\). Therefore
\[
n_\downarrow^{1/3}\frac{d\phi}{dn_\downarrow}
=\left[(1-\zeta)^{1/3}\phi'(\zeta)\right]\left(\frac n2\right)^{1/3}\left(-\frac{2n_\uparrow}{n^2}\right)
\to\frac13\left(\frac{2}{n_\uparrow}\right)^{2/3}.
\]
Watch the sign: \(\phi'(\zeta)\) goes to \(-\infty\), but \(d\zeta/dn_\downarrow\) is negative too. Losing that second minus sign would reverse the sign of this limit, and with it the direction of any divergence it causes in the potential.

```lean
/-- At fixed majority density `nu`, the derivative of the spin-scaling factor with respect to the
minority density `m`, multiplied by `m ^ (1/3)`, tends to `(2 / nu) ^ (2/3) / 3` as `m` tends to
zero from above. -/
theorem tendsto_minority_deriv_phi {nu : ℝ} (hnu : 0 < nu) :
    Tendsto (fun m : ℝ => m ^ (1 / 3 : ℝ) * deriv (fun x => phi (zeta nu x)) m)
      (𝓝[>] 0) (𝓝 ((2 / nu) ^ (2 / 3 : ℝ) / 3)) := by
  have c2 : ContinuousAt (fun m : ℝ => ((nu + m) / 2) ^ (1 / 3 : ℝ)) 0 :=
    (by fun_prop : ContinuousAt (fun m : ℝ => (nu + m) / 2) 0).rpow_const
      (Or.inr (by norm_num))
  have c3 : ContinuousAt (fun m : ℝ => -2 * nu / (nu + m) ^ 2) 0 :=
    ContinuousAt.div (by fun_prop) (by fun_prop) (by simpa using hnu.ne')
  have lim : Tendsto (fun m : ℝ => ((1 - zeta nu m) ^ (1 / 3 : ℝ) * deriv phi (zeta nu m)) *
      (((nu + m) / 2) ^ (1 / 3 : ℝ) * (-2 * nu / (nu + m) ^ 2))) (𝓝[>] 0)
      (𝓝 (-(1 / 3) * (((nu + 0) / 2) ^ (1 / 3 : ℝ) * (-2 * nu / (nu + 0) ^ 2)))) :=
    (tendsto_scaled_deriv_phi.comp (tendsto_zeta hnu)).mul
      ((c2.tendsto.mul c3.tendsto).mono_left nhdsWithin_le_nhds)
  have hx : 0 < nu / 2 := by linarith
  have k : (nu / 2) ^ (1 / 3 : ℝ) = nu / 2 * (2 / nu) ^ (2 / 3 : ℝ) := by
    have i : 2 / nu = (nu / 2)⁻¹ := by rw [inv_div]
    have s : (1 / 3 : ℝ) = 1 + -(2 / 3) := by norm_num
    rw [i, Real.inv_rpow hx.le, ← Real.rpow_neg hx.le, s, Real.rpow_add hx, Real.rpow_one]
  have val : -(1 / 3) * (((nu + 0) / 2) ^ (1 / 3 : ℝ) * (-2 * nu / (nu + 0) ^ 2))
      = (2 / nu) ^ (2 / 3 : ℝ) / 3 := by
    rw [add_zero, k]
    generalize (2 / nu) ^ (2 / 3 : ℝ) = y
    field_simp
  rw [val] at lim
  refine lim.congr' ?_
  filter_upwards [self_mem_nhdsWithin] with m hm
  have hm' : 0 < m := hm
  have hn : 0 < nu + m := by linarith
  -- the distance from full polarization is proportional to the minority density
  have key : 1 - zeta nu m = 2 * m / (nu + m) := by
    unfold zeta
    rw [eq_div_iff hn.ne', sub_mul, div_mul_cancel₀ _ hn.ne']
    ring
  have e : m ^ (1 / 3 : ℝ) = (1 - zeta nu m) ^ (1 / 3 : ℝ) * ((nu + m) / 2) ^ (1 / 3 : ℝ) := by
    rw [key, ← Real.mul_rpow (by positivity) (by positivity)]
    congr 1
    field_simp
  rw [(hasDerivAt_phi_zeta hnu hm').deriv, e]
  ring
```

**Q:** You will need \(G\) to be smooth, yet the energy has a singular derivative at full polarization. Isn't the hypothesis false exactly where you use it?

**A:** The smoothness concerns \(G\) with \(n_\downarrow\) and \(\phi\) as independent arguments. `ContDiffAt ℝ 1 G (0, phi 1)` asks for continuous differentiability around \((0,\phi(1))\), including a formal extension to slightly negative \(n_\downarrow\). The singularity enters only when \(\phi(\zeta)\) is substituted:
\[
n_\downarrow^{1/3}v_\downarrow
=n_\downarrow^{1/3}\frac{\partial G}{\partial n_\downarrow}
+\frac{\partial G}{\partial\phi}\,n_\downarrow^{1/3}\frac{d\phi}{dn_\downarrow}
\to\frac{\partial G}{\partial\phi}\,\frac13\left(\frac{2}{n_\uparrow}\right)^{2/3}.
\]
The first term vanishes because its partial derivative stays bounded while the cube root goes to zero.

```lean
/-- The cube root of a vanishing positive density tends to zero through positive values. -/
theorem tendsto_cbrt : Tendsto (fun m : ℝ => m ^ (1 / 3 : ℝ)) (𝓝[>] 0) (𝓝[>] 0) := by
  have t := (Real.continuousAt_rpow_const 0 (1 / 3) (Or.inr (by norm_num))).tendsto
  rw [Real.zero_rpow (by norm_num)] at t
  refine tendsto_nhdsWithin_iff.2 ⟨t.mono_left nhdsWithin_le_nhds, ?_⟩
  filter_upwards [self_mem_nhdsWithin] with m hm
  exact Real.rpow_pos_of_pos hm _
```

Lean does both terms at once: it applies the derivative of \(G\) to the vector of scaled rates, whose first component tends to zero. The expression `fderiv ℝ G (0, phi 1) (0, 1)` is \(\partial G/\partial\phi\) at full polarization.

```lean
/-- For a smooth energy density `G (nd, phi)`, the local minority-spin potential multiplied by `nd ^
(1/3)` tends to `∂G/∂phi` at full polarization times `(2 / nu) ^ (2/3) / 3` as `nd` tends to zero
from above. -/
theorem tendsto_scaled_localPotential {nu : ℝ} (hnu : 0 < nu) {G : ℝ × ℝ → ℝ}
    (hG : ContDiffAt ℝ 1 G (0, phi 1)) :
    Tendsto (fun m : ℝ => m ^ (1 / 3 : ℝ) * localPotential nu G m) (𝓝[>] 0)
      (𝓝 (fderiv ℝ G (0, phi 1) (0, 1) * ((2 / nu) ^ (2 / 3 : ℝ) / 3))) := by
  have cphi : ContinuousAt phi 1 :=
    (((by fun_prop : ContinuousAt (fun z : ℝ => 1 + z) 1).rpow_const
      (Or.inr (by norm_num))).add ((by fun_prop : ContinuousAt (fun z : ℝ => 1 - z) 1).rpow_const
      (Or.inr (by norm_num)))).div_const 2
  have hp : Tendsto (fun m : ℝ => (m, phi (zeta nu m))) (𝓝[>] 0) (𝓝 (0, phi 1)) :=
    (tendsto_id.mono_left nhdsWithin_le_nhds).prodMk_nhds
      (cphi.tendsto.comp ((tendsto_zeta hnu).mono_right nhdsWithin_le_nhds))
  have hL : Tendsto (fun m : ℝ => fderiv ℝ G (m, phi (zeta nu m))) (𝓝[>] 0)
      (𝓝 (fderiv ℝ G (0, phi 1))) :=
    (hG.fderiv_right (m := 0) (by norm_num)).continuousAt.tendsto.comp hp
  have ev : Continuous (fun q : (ℝ × ℝ →L[ℝ] ℝ) × (ℝ × ℝ) => q.1 q.2) :=
    continuous_fst.clm_apply continuous_snd
  have lim : Tendsto (fun m : ℝ => fderiv ℝ G (m, phi (zeta nu m))
      (m ^ (1 / 3 : ℝ), m ^ (1 / 3 : ℝ) * deriv (fun x => phi (zeta nu x)) m)) (𝓝[>] 0)
      (𝓝 (fderiv ℝ G (0, phi 1) (0, (2 / nu) ^ (2 / 3 : ℝ) / 3))) :=
    (ev.tendsto (fderiv ℝ G (0, phi 1), (0, (2 / nu) ^ (2 / 3 : ℝ) / 3))).comp
      (hL.prodMk_nhds ((tendsto_cbrt.mono_right nhdsWithin_le_nhds).prodMk_nhds
        (tendsto_minority_deriv_phi hnu)))
  have lin : ∀ (L : ℝ × ℝ →L[ℝ] ℝ) (c : ℝ), L (0, c) = L (0, 1) * c := by
    intro L c
    have h : ((0 : ℝ), c) = c • ((0 : ℝ), (1 : ℝ)) := by simp
    rw [h, map_smul, smul_eq_mul, mul_comm]
  rw [lin (fderiv ℝ G (0, phi 1))] at lim
  refine lim.congr' ?_
  filter_upwards [self_mem_nhdsWithin, hp.eventually (hG.eventually (by simp))] with m hm hd
  -- chain rule along the curve traced by the minority density
  have h := (hd.differentiableAt (by norm_num)).hasFDerivAt.comp_hasDerivAt_of_eq m
    ((hasDerivAt_id' m).prodMk (hasDerivAt_phi_zeta hnu hm).differentiableAt.hasDerivAt) rfl
  have h' : localPotential nu G m = fderiv ℝ G (m, phi (zeta nu m))
      (1, deriv (fun x => phi (zeta nu x)) m) := h.deriv
  have hs := map_smul (fderiv ℝ G (m, phi (zeta nu m))) (m ^ (1 / 3 : ℝ))
    ((1 : ℝ), deriv (fun x => phi (zeta nu x)) m)
  simp only [Prod.smul_mk, smul_eq_mul, mul_one] at hs
  rw [h']
  exact hs
```

**Q:** So when does the potential itself blow up?

**A:** It is enough that \(\partial G/\partial\phi\ne0\) at full polarization, and the sign of this derivative decides the direction. The theorem below takes the positive case, in which a slightly larger spin factor raises the energy at fixed densities and gradient. Dividing the finite positive limit by \(n_\downarrow^{1/3}\) gives \(v_\downarrow\to+\infty\), written `atTop`. The sign is assumed for general \(G\).

```lean
/-- If a smooth energy density `G (nd, phi)` has `∂G/∂phi > 0` at full polarization, the local
minority-spin potential tends to plus infinity as the minority density vanishes. -/
theorem localPotential_diverges {nu : ℝ} (hnu : 0 < nu) {G : ℝ × ℝ → ℝ}
    (hG : ContDiffAt ℝ 1 G (0, phi 1)) (hpos : 0 < fderiv ℝ G (0, phi 1) (0, 1)) :
    Tendsto (localPotential nu G) (𝓝[>] 0) atTop := by
  have hinv : Tendsto (fun m : ℝ => (m ^ (1 / 3 : ℝ))⁻¹) (𝓝[>] 0) atTop :=
    tendsto_inv_nhdsGT_zero.comp tendsto_cbrt
  have hC : 0 < fderiv ℝ G (0, phi 1) (0, 1) * ((2 / nu) ^ (2 / 3 : ℝ) / 3) := by positivity
  refine (hinv.atTop_mul_pos hC (tendsto_scaled_localPotential hnu hG)).congr' ?_
  filter_upwards [self_mem_nhdsWithin] with m hm
  exact inv_mul_cancel_left₀ (Real.rpow_pos_of_pos hm _).ne' _
```

**Q:** Is it satisfied by anything I would recognize?

**A:** By the gradient energy above. There \(\partial G/\partial\phi=c\,n_\uparrow^{-4/3}\) at \(n_\downarrow=0\), so the scaled potential tends to \(\tfrac13c\,n_\uparrow^{-4/3}(2/n_\uparrow)^{2/3}\). The complete PBE correlation energy is not substituted for \(G\).

```lean
/-- For the second-order gradient correlation energy with `c > 0`, the local minority-spin
potential diverges to plus infinity as `nd ^ (-1/3)`, with the stated coefficient. -/
theorem gradientEnergy_potential {c nu : ℝ} (hc : 0 < c) (hnu : 0 < nu) :
    Tendsto (fun m : ℝ => m ^ (1 / 3 : ℝ) * localPotential nu (gradientEnergy c nu) m) (𝓝[>] 0)
      (𝓝 (c * nu ^ (-(4 / 3) : ℝ) * ((2 / nu) ^ (2 / 3 : ℝ) / 3))) ∧
    Tendsto (localPotential nu (gradientEnergy c nu)) (𝓝[>] 0) atTop := by
  have hG : ContDiffAt ℝ 1 (gradientEnergy c nu) (0, phi 1) :=
    (contDiffAt_const.mul contDiffAt_snd).mul
      ((contDiffAt_const.add contDiffAt_fst).rpow_const_of_ne (by simpa using hnu.ne'))
  -- the partial derivative with respect to the spin-scaling factor
  have h1 := (hG.differentiableAt (by norm_num)).hasFDerivAt.comp_hasDerivAt_of_eq (phi 1)
    ((hasDerivAt_const (phi 1) (0 : ℝ)).prodMk (hasDerivAt_id' (phi 1))) rfl
  have h2 : HasDerivAt (fun s : ℝ => gradientEnergy c nu (0, s))
      (c * nu ^ (-(4 / 3) : ℝ)) (phi 1) := by
    have h := ((hasDerivAt_id' (phi 1)).const_mul c).mul_const (nu ^ (-(4 / 3) : ℝ))
    simp only [gradientEnergy, add_zero]
    simpa only [mul_one] using h
  have e : fderiv ℝ (gradientEnergy c nu) (0, phi 1) (0, 1) = c * nu ^ (-(4 / 3) : ℝ) :=
    h1.unique h2
  refine ⟨?_, localPotential_diverges hnu hG (by rw [e]; positivity)⟩
  rw [← e]
  exact tendsto_scaled_localPotential hnu hG

end

end PBEMinoritySpin
```

```lean
#print axioms PBEMinoritySpin.tendsto_scaled_deriv_phi
-- 'PBEMinoritySpin.tendsto_scaled_deriv_phi' depends on axioms: [propext, Classical.choice, Quot.sound]
#print axioms PBEMinoritySpin.gradientEnergy_potential
-- 'PBEMinoritySpin.gradientEnergy_potential' depends on axioms: [propext, Classical.choice, Quot.sound]
```

**Q:** Where would I meet this in a calculation?

**A:** In spin-polarized calculations, wherever one spin density nearly vanishes, though the result covers only the local derivative at fixed gradient. A routine that evaluates \(\phi'\) from its formula at \(\zeta=1\) divides by zero, so it needs a guard, such as a cap on \(\zeta\). With \(\zeta\) capped at \(1-10^{-12}\), the slope at the cap is about \(-3.3\times10^3\), a number set by the cap.
